# The matrix elements of a real operator between real vectors are the entries of V H Vᵀ

For a real square matrix `H` and a finite family of real vectors `v i`, as many as the dimension, `element_eq` states that the matrix element v_i · (H v_j) is the (i, j) entry of V H Vᵀ, where the rows of V are the vectors. `H` need not be symmetric, and the vectors need not be orthogonal, independent or normalised. For nonzero vectors that are not of unit length, the normalised matrix element is this value divided by the lengths of v_i and v_j. The attempt unfolds both sides into sums with a single `simp only`, which is also meant to regroup the triple product.

The first attempt, which Lean rejects:

```lean
import Mathlib

open Matrix

namespace ElementEq

noncomputable section

variable {n : Type*} [Fintype n] [DecidableEq n]

/-- The matrix element of `H` between the states `v i` and `v j`. -/
def element (H : Matrix n n ℝ) (v : n → n → ℝ) (i j : n) : ℝ :=
  v i ⬝ᵥ H *ᵥ v j

omit [DecidableEq n] in
/-- The matrix elements are the entries of `V H Vᵀ`, where the rows of `V` are the states. -/
theorem element_eq (H : Matrix n n ℝ) (v : n → n → ℝ) (i j : n) :
    element H v i j = (Matrix.of v * H * (Matrix.of v)ᵀ) i j := by
  simp only [element, Matrix.mul_assoc, Matrix.mul_apply, dotProduct, Matrix.mulVec,
    Matrix.transpose_apply, Matrix.of_apply]

end

end ElementEq
```

The error:

```
Main.lean:18:64: error: unsolved goals
n : Type u_1
inst✝ : Fintype n
H : Matrix n n ℝ
v : n → n → ℝ
i j : n
⊢ ∑ x, v i x * ∑ x_1, H x x_1 * v j x_1 = ∑ j_1, (∑ j, v i j * H j j_1) * v j j_1
Main.lean:19:22: warning: This simp argument is unused:
  Matrix.mul_assoc

Hint: Omit it from the simp argument list.
  [apply] simp only [element, Matrix.mul_apply, dotProduct, Matrix.mulVec, Matrix.transpose_apply, Matrix.of_apply]

Note: This linter can be disabled with `set_option linter.unusedSimpArgs false`
```

Diagnosis. The error shows two double sums that are equal but grouped differently. On the left, `H` is summed with `v j` first; on the right, `v i` is summed with `H` first. To match them one would have to distribute the products over the sums and exchange the order of summation, and no lemma in the list does that.

`Matrix.mul_assoc` was meant to prevent this, but the warning says it was never used. `Matrix.mul_apply` expanded the outer product of `Matrix.of v * H * (Matrix.of v)ᵀ` as it stood. After that no triple matrix product was left to regroup, only sums of numbers, to which `Matrix.mul_assoc` does not apply.

The repair runs `rw [Matrix.mul_assoc]` first, which turns the product into `Matrix.of v * (H * (Matrix.of v)ᵀ)`. Expanding its entry now gives the same nested sum as the left side, and `simp only` closes the goal. Dropping `Matrix.mul_assoc` from the `simp only` list is mere tidying.

As a diff, the version that Lean accepts:

```diff
@@ -17,5 +17,6 @@
 theorem element_eq (H : Matrix n n ℝ) (v : n → n → ℝ) (i j : n) :
     element H v i j = (Matrix.of v * H * (Matrix.of v)ᵀ) i j := by
-  simp only [element, Matrix.mul_assoc, Matrix.mul_apply, dotProduct, Matrix.mulVec,
+  rw [Matrix.mul_assoc]
+  simp only [element, Matrix.mul_apply, dotProduct, Matrix.mulVec,
     Matrix.transpose_apply, Matrix.of_apply]
 
```
